# The Boys function at complex argument: derivative, recursion and modulus bound

**Q:** Take F_0(z) = ∫₀¹ exp(−zt²) dt and F_1(z) = ∫₀¹ t² exp(−zt²) dt. Integrating the t-derivative of t exp(−zt²) over [0,1] gives

exp(−z) = F_0(z) − 2z F_1(z).

For real z this is familiar. London orbitals in a nonzero magnetic field can make z complex. What survives?

**A:** All of it, because t stays real. For natural n, define

F_n(z) = ∫₀¹ t^(2n) exp(−zt²) dt.

The file defines this as `boys`, and its real-valued version as `realBoys`.

In Lean 4 with Mathlib:

```lean
import Mathlib

open Finset

namespace ComplexBoysFunction

noncomputable section

/-- The Boys function `F_n(z) = ∫₀¹ t^(2n) exp(-z t²) dt` at a complex argument `z`. -/
def boys (n : ℕ) (z : ℂ) : ℂ :=
  ∫ t in (0 : ℝ)..1, (t : ℂ) ^ (2 * n) * Complex.exp (-z * (t : ℂ) ^ 2)

/-- The Boys function at a real argument, as a real integral. -/
def realBoys (n : ℕ) (x : ℝ) : ℝ :=
  ∫ t in (0 : ℝ)..1, t ^ (2 * n) * Real.exp (-x * t ^ 2)
```

**Q:** Where is the magnetic field in that?

**A:** In z. Let a Gaussian product with exponent p and centre P carry the phase exp(−ik·r), where k depends on the field. Completing the square moves the centre to P − ik/(2p). For a nucleus at C, with D = P − C,

z = p|D|² − |k|²/(4p) − i k·D.

The file starts after this reduction and treats only the scalar function F_n, but for every complex z. That matters, since Re z can be negative. Its results therefore apply to the Boys factors in Coulomb integrals over London Gaussians, not to whole integrals, currents or shieldings.

Two more definitions serve a series obtained below: a product of m odd numbers, equal to 1 for m = 0, and a sum of m terms.

```lean
/-- The product `(2n+1)(2n+3)⋯(2n+2m-1)` of `m` consecutive odd numbers. -/
def oddProd (n m : ℕ) : ℕ := ∏ j ∈ range m, (2 * (n + j) + 1)

/-- The first `m` terms of the expansion
`exp(-z) ∑ₖ (2z)^k / ((2n+1)(2n+3)⋯(2n+2k+1))`. -/
def boysPartial (n m : ℕ) (z : ℂ) : ℂ :=
  Complex.exp (-z) * ∑ k ∈ range m, (2 * z) ^ k / (oddProd n (k + 1) : ℂ)
```

**Q:** Is the real function really the same function, or just a similar formula?

**A:** `boys_ofReal` proves that they agree on the real axis. Before it come continuity in t, which makes the integrals over [0,1] well behaved, and the modulus of the integrand. Since |exp(w)| = exp(Re w),

|t^(2n) exp(−zt²)| = t^(2n) exp(−(Re z)t²).

```lean
/-- The integrand of the complex Boys function is continuous in `t`. -/
theorem continuous_integrand (n : ℕ) (z : ℂ) :
    Continuous fun t : ℝ => (t : ℂ) ^ (2 * n) * Complex.exp (-z * (t : ℂ) ^ 2) := by
  fun_prop

/-- The modulus of the integrand at `z` is the real integrand at `Re z`. -/
theorem norm_integrand (n : ℕ) (z : ℂ) (t : ℝ) :
    ‖(t : ℂ) ^ (2 * n) * Complex.exp (-z * (t : ℂ) ^ 2)‖
      = t ^ (2 * n) * Real.exp (-z.re * t ^ 2) := by
  have h : (-z * (t : ℂ) ^ 2).re = -z.re * t ^ 2 := by
    rw [← Complex.ofReal_pow, Complex.re_mul_ofReal, Complex.neg_re]
  rw [norm_mul, norm_pow, Complex.norm_real, Complex.norm_exp, h, Real.norm_eq_abs,
    pow_mul, sq_abs, ← pow_mul]

/-- On the real axis the complex Boys function is the real one. -/
theorem boys_ofReal (n : ℕ) (x : ℝ) : boys n (x : ℂ) = (realBoys n x : ℂ) := by
  unfold boys realBoys
  rw [← intervalIntegral.integral_ofReal]
  exact intervalIntegral.integral_congr (fun t _ => by simp)
```

**Q:** Does "differentiable" mean complex differentiable, and who justifies moving d/dz inside the integral?

**A:** The variable in `HasDerivAt` has type ℂ, so the derivative is complex. Differentiating the integrand gives −t^(2n+2) exp(−zt²), hence

F_n′(z) = −F_(n+1)(z).

A bound that is uniform near z justifies the exchange. If |x − z| < 1, then −Re x ≤ |x| ≤ |z| + 1, and with 0 ≤ t ≤ 1 the differentiated integrand has modulus at most exp(|z| + 1). Steps `h1` to `h6` establish this, and the dominated-differentiation theorem does the rest.

```lean
/-- The Boys function is complex differentiable at every `z`, with `F_n' = -F_(n+1)`. -/
theorem hasDerivAt_boys (n : ℕ) (z : ℂ) : HasDerivAt (boys n) (-boys (n + 1) z) z := by
  have key := intervalIntegral.hasDerivAt_integral_of_dominated_loc_of_deriv_le
    (μ := MeasureTheory.volume) (a := (0 : ℝ)) (b := 1) (x₀ := z) (s := Metric.ball z 1)
    (F := fun (x : ℂ) (t : ℝ) => (t : ℂ) ^ (2 * n) * Complex.exp (-x * (t : ℂ) ^ 2))
    (F' := fun (x : ℂ) (t : ℝ) =>
      -((t : ℂ) ^ (2 * (n + 1)) * Complex.exp (-x * (t : ℂ) ^ 2)))
    (bound := fun _ => Real.exp (‖z‖ + 1))
    (Metric.ball_mem_nhds z one_pos)
    (Filter.Eventually.of_forall fun x => (continuous_integrand n x).aestronglyMeasurable)
    ((continuous_integrand n z).intervalIntegrable _ _)
    (continuous_integrand (n + 1) z).neg.aestronglyMeasurable
    (Filter.Eventually.of_forall fun t ht x hx => by
      -- on the unit disc around `z` the differentiated integrand has modulus at most `exp (‖z‖ + 1)`
      rw [Set.uIoc_of_le zero_le_one] at ht
      rw [mem_ball_iff_norm] at hx
      have h1 := norm_add_le z (x - z)
      rw [add_sub_cancel] at h1
      have h2 : -x.re ≤ ‖x‖ := (neg_le_abs _).trans (Complex.abs_re_le_norm x)
      have h3 : -x.re ≤ ‖z‖ + 1 := by linarith
      have h4 : t ^ 2 ≤ 1 := pow_le_one₀ ht.1.le ht.2
      have h5 : -x.re * t ^ 2 ≤ ‖z‖ + 1 :=
        (mul_le_mul_of_nonneg_right h3 (sq_nonneg t)).trans
          (mul_le_of_le_one_right (by positivity) h4)
      have h6 : t ^ (2 * (n + 1)) ≤ 1 := pow_le_one₀ ht.1.le ht.2
      rw [norm_neg, norm_integrand]
      exact (mul_le_of_le_one_left (Real.exp_pos _).le h6).trans (Real.exp_le_exp.mpr h5))
    (continuous_const.intervalIntegrable _ _)
    (Filter.Eventually.of_forall fun t _ x _ => by
      have h1 : HasDerivAt (fun w : ℂ => -w * (t : ℂ) ^ 2) (-1 * (t : ℂ) ^ 2) x :=
        (hasDerivAt_id' x).fun_neg.mul_const _
      exact (h1.cexp.const_mul ((t : ℂ) ^ (2 * n))).congr_deriv (by ring))
  exact key.2.congr_deriv intervalIntegral.integral_neg
```

**Q:** And the recursion for general n?

**A:** As in your example, with one more power rule:

d/dt [t^(2n+1) exp(−zt²)] = (2n+1) t^(2n) exp(−zt²) − 2z t^(2n+2) exp(−zt²).

Integrating, the boundary term is exp(−z) at t = 1 and zero at t = 0, so

(2n+1) F_n(z) = 2z F_(n+1)(z) + exp(−z).

In the proof, `hd` is the product rule, `key` the fundamental theorem of calculus and `hb` the boundary term.

```lean
/-- The recursion `(2n+1) F_n(z) = 2z F_(n+1)(z) + exp(-z)` at complex argument. -/
theorem boys_recursion (n : ℕ) (z : ℂ) :
    (2 * (n : ℂ) + 1) * boys n z = 2 * z * boys (n + 1) z + Complex.exp (-z) := by
  -- the derivative of `t^(2n+1) exp(-z t²)` along the real axis
  have hd : ∀ t : ℝ, HasDerivAt
      (fun s : ℝ => (s : ℂ) ^ (2 * n + 1) * Complex.exp (-z * (s : ℂ) ^ 2))
      ((2 * (n : ℂ) + 1) * ((t : ℂ) ^ (2 * n) * Complex.exp (-z * (t : ℂ) ^ 2))
        - 2 * z * ((t : ℂ) ^ (2 * (n + 1)) * Complex.exp (-z * (t : ℂ) ^ 2))) t := by
    intro t
    have hp : HasDerivAt (fun w : ℂ => w ^ (2 * n + 1))
        ((2 * (n : ℂ) + 1) * (t : ℂ) ^ (2 * n)) (t : ℂ) :=
      (hasDerivAt_pow (2 * n + 1) (t : ℂ)).congr_deriv (by simp)
    have hq : HasDerivAt (fun w : ℂ => -z * w ^ 2) (-z * (2 * (t : ℂ))) (t : ℂ) :=
      ((hasDerivAt_pow 2 (t : ℂ)).const_mul (-z)).congr_deriv (by simp)
    exact (hp.fun_mul hq.cexp).comp_ofReal.congr_deriv (by ring)
  have hi := ((continuous_integrand n z).intervalIntegrable
    (μ := MeasureTheory.volume) 0 1).const_mul (2 * (n : ℂ) + 1)
  have hj := ((continuous_integrand (n + 1) z).intervalIntegrable
    (μ := MeasureTheory.volume) 0 1).const_mul (2 * z)
  -- integrate it over the unit interval
  have key := intervalIntegral.integral_eq_sub_of_hasDerivAt (fun t _ => hd t) (hi.sub hj)
  rw [intervalIntegral.integral_sub hi hj, intervalIntegral.integral_const_mul,
    intervalIntegral.integral_const_mul] at key
  have hb : ((1 : ℝ) : ℂ) ^ (2 * n + 1) * Complex.exp (-z * ((1 : ℝ) : ℂ) ^ 2)
      - ((0 : ℝ) : ℂ) ^ (2 * n + 1) * Complex.exp (-z * ((0 : ℝ) : ℂ) ^ 2)
      = Complex.exp (-z) := by simp
  unfold boys
  linear_combination key + hb
```

**Q:** How large can F_n get once the phase oscillates?

**A:** The triangle inequality for integrals, with the modulus above, gives

|F_n(z)| ≤ F_n(Re z).

```lean
/-- The modulus of the Boys function at `z` is at most its value at `Re z`. -/
theorem norm_boys_le (n : ℕ) (z : ℂ) : ‖boys n z‖ ≤ realBoys n z.re := by
  have h := intervalIntegral.norm_integral_le_integral_norm (μ := MeasureTheory.volume)
    (f := fun t : ℝ => (t : ℂ) ^ (2 * n) * Complex.exp (-z * (t : ℂ) ^ 2))
    (zero_le_one (α := ℝ))
  simp only [norm_integrand] at h
  exact h
```

**Q:** Do the derivative and the recursion fit together?

**A:** They combine into a differential equation. Subtract the recursion at n+1 from the one at n, then insert F_(n+1) = −F_n′ and F_(n+2) = F_n″:

2z F_n″ + (2n+3+2z) F_n′ + (2n+1) F_n = 0.

`linear_combination` performs that subtraction.

```lean
/-- The Boys function solves `2z F'' + (2n+3+2z) F' + (2n+1) F = 0` in the complex plane. -/
theorem boys_differential_equation (n : ℕ) (z : ℂ) :
    2 * z * deriv (deriv (boys n)) z + (2 * (n : ℂ) + 3 + 2 * z) * deriv (boys n) z
      + (2 * (n : ℂ) + 1) * boys n z = 0 := by
  have h1 : deriv (boys n) = fun w => -boys (n + 1) w :=
    funext fun w => (hasDerivAt_boys n w).deriv
  have h2 : deriv (fun w => -boys (n + 1) w) z = -(-boys (n + 1 + 1) z) :=
    (hasDerivAt_boys (n + 1) z).fun_neg.deriv
  have r1 := boys_recursion (n + 1) z
  push_cast at r1
  rw [h1, h2]
  linear_combination boys_recursion n z - r1
```

**Q:** What would an integral code do with this?

**A:** It can evaluate the highest order needed by a series, then step down at the same z:

F_n = (2z F_(n+1) + exp(−z)) / (2n+1).

This never divides by z. Repeating the same step m times produces the series, with an exact remainder:

F_n(z) = exp(−z) Σ_(k=0)^(m−1) (2z)^k / [(2n+1)(2n+3)⋯(2n+2k+1)] + (2z)^m F_(n+m)(z) / [(2n+1)(2n+3)⋯(2n+2m−1)].

The proof is induction on m: each step solves the recursion for F_(n+m) and moves its exponential term into the sum.

```lean
/-- Using the recursion `m` times expresses `F_n(z)` by `m` explicit terms and a
remainder proportional to `F_(n+m)(z)`. -/
theorem boys_expansion (n m : ℕ) (z : ℂ) :
    boys n z = boysPartial n m z + (2 * z) ^ m / (oddProd n m : ℂ) * boys (n + m) z := by
  induction m with
  | zero => simp [boysPartial, oddProd]
  | succ m ih =>
    obtain ⟨q, hq⟩ : ∃ q : ℂ, q = 2 * ((n + m : ℕ) : ℂ) + 1 := ⟨_, rfl⟩
    have hq0 : q ≠ 0 := by
      rw [hq]
      exact_mod_cast Nat.succ_ne_zero (2 * (n + m))
    have hP : (oddProd n (m + 1) : ℂ) = (oddProd n m : ℂ) * q := by
      simp [oddProd, Finset.prod_range_succ, hq]
    have hrec := boys_recursion (n + m) z
    rw [← hq] at hrec
    -- solve the recursion for the lower order
    have hF : boys (n + m) z = (2 * z * boys (n + m + 1) z + Complex.exp (-z)) / q := by
      rw [eq_div_iff hq0]
      linear_combination hrec
    rw [ih, hF, ← add_assoc]
    unfold boysPartial
    rw [Finset.sum_range_succ, hP]
    ring
```

**Q:** When may it stop summing?

**A:** Applying the modulus bound to the remainder gives

|error| ≤ (2|z|)^m F_(n+m)(Re z) / [(2n+1)(2n+3)⋯(2n+2m−1)].

The factor F_(n+m)(Re z) is at most 1/(2n+2m+1) for Re z ≥ 0 and at most exp(−Re z)/(2n+2m+1) for Re z < 0, so a code can test the bound cheaply. It measures truncation in exact arithmetic; floating-point rounding needs its own analysis, especially for Re z far below zero or |Im z| large, where both the series and the downward step can lose digits by cancellation.

```lean
/-- Truncating the expansion after `m` terms gives an error of modulus at most
`(2|z|)^m F_(n+m)(Re z) / ((2n+1)(2n+3)⋯(2n+2m-1))`. -/
theorem boys_truncation_error (n m : ℕ) (z : ℂ) :
    ‖boys n z - boysPartial n m z‖
      ≤ (2 * ‖z‖) ^ m / (oddProd n m : ℝ) * realBoys (n + m) z.re := by
  have h2 : ‖2 * z‖ = 2 * ‖z‖ := by simp
  have h : boys n z - boysPartial n m z
      = (2 * z) ^ m / (oddProd n m : ℂ) * boys (n + m) z := by
    linear_combination boys_expansion n m z
  rw [h, norm_mul, norm_div, norm_pow, h2, Complex.norm_natCast]
  exact mul_le_mul_of_nonneg_left (norm_boys_le _ _) (by positivity)

end

end ComplexBoysFunction
```

```lean
#print axioms ComplexBoysFunction.boys_ofReal
#print axioms ComplexBoysFunction.boys_recursion
#print axioms ComplexBoysFunction.boys_differential_equation
#print axioms ComplexBoysFunction.boys_truncation_error
```

```
'ComplexBoysFunction.boys_ofReal' depends on axioms: [propext, Classical.choice, Quot.sound]
'ComplexBoysFunction.boys_recursion' depends on axioms: [propext, Classical.choice, Quot.sound]
'ComplexBoysFunction.boys_differential_equation' depends on axioms: [propext, Classical.choice, Quot.sound]
'ComplexBoysFunction.boys_truncation_error' depends on axioms: [propext, Classical.choice, Quot.sound]
```
